# The static response of a half-filled tight-binding chain to a bond modulation diverges logarithmically as q → π

**Q.** Take a chain of non-interacting electrons at zero temperature, one per site, and freeze in a displacement wave that stretches some bonds and compresses others. With lattice constant 1, the Fermi points sit at \(\pm\pi/2\), so as the wavevector \(q\) approaches \(\pi\) the wave connects one Fermi point to the other at almost no energy cost. I expect the electronic response to blow up. What I am shown is an integral of sines and cosines. Where is the chain?

**A.** It enters through an operator. A state is a function \(\psi:\mathbb Z\to\mathbb C\), its amplitude on each site, and `τ n` is the hopping on the bond between sites \(n\) and \(n+1\):
\[
(H_\tau\psi)_n=-(\tau_n\psi_{n+1}+\tau_{n-1}\psi_{n-1}).
\]

```lean
import Mathlib

open Real Filter Topology Set

namespace BondModulatedChain

noncomputable section

/-- The plane wave `exp(i k n)` on the sites `n` of the chain. -/
def planeWave (k : ℝ) (n : ℤ) : ℂ := Complex.exp (k * n * Complex.I)

/-- Nearest-neighbour hopping operator, with amplitude `τ n` on the bond between sites `n` and
`n + 1`. Complex amplitudes are allowed, so that a single Fourier component can be inserted. -/
def hopping (τ : ℤ → ℂ) (ψ : ℤ → ℂ) (n : ℤ) : ℂ :=
  -(τ n * ψ (n + 1) + τ (n - 1) * ψ (n - 1))
```

**Q.** With complex `τ` that operator is not Hermitian in general.

**A.** Correct, and it need not be. A real displacement wave is the sum of a component proportional to \(e^{iqn}\) and its conjugate. The operator is linear in `τ`, so the two components can be inserted separately, and the code follows one of them. That is the monochromatic perturbation of density functional perturbation theory, here for non-interacting electrons in a single band.

Three definitions give the quantities to be computed. The constant \(t\) is the hopping of the undistorted chain. The constant \(\alpha\) is the electron-lattice coupling: how much the hopping falls per unit of bond elongation, to first order.

```lean
/-- The tight-binding band `-2 t cos k`. -/
def band (t k : ℝ) : ℝ := -2 * t * cos k

/-- The coupling `2 i α (sin (k + q) - sin k)` between the Bloch states `k` and `k + q`. -/
def vertex (α k q : ℝ) : ℂ := ((2 * α * (sin (k + q) - sin k) : ℝ) : ℂ) * Complex.I

/-- Static second-order response at wavevector `q`: squared coupling over excitation energy,
integrated over `k` from `π/2 - q` to `π/2`. It is meant for `0 < q < π` and `t > 0`, where the
excitation energy is positive. -/
def response (t α q : ℝ) : ℝ :=
  ∫ k in (π / 2 - q)..(π / 2), ‖vertex α k q‖ ^ 2 / (band t (k + q) - band t k)
```

**Q.** The band and the vertex are simply typed in. Anyone can define a convenient vertex.

**A.** Two theorems tie them to the operator. For uniform hopping, shifting a plane wave by one site gives a factor \(e^{\pm ik}\), so the eigenvalue is \(-t(e^{ik}+e^{-ik})=-2t\cos k\). For the displacement wave, \(\tau_n=-\alpha(e^{iq(n+1)}-e^{iqn})\), and
\[
\begin{aligned}
(H_\tau e^{ik\cdot})_n&=\alpha e^{i(k+q)n}\left[(e^{iq}-1)e^{ik}+(1-e^{-iq})e^{-ik}\right]\\
&=2i\alpha\,(\sin(k+q)-\sin k)\,e^{i(k+q)n}.
\end{aligned}
\]
In Lean, `planeWave_succ` and `planeWave_pred` are the two shifts, and `hopping_uniform` is the band. In `hopping_modulated`, `hsin` writes a sine as a difference of exponentials, `h1` and `h2` split the exponentials of \(k+q\), and `linear_combination` collects the terms as above.

```lean
/-- Moving one site to the right multiplies a plane wave by `exp(i k)`. -/
theorem planeWave_succ (k : ℝ) (n : ℤ) :
    planeWave k (n + 1) = planeWave k n * Complex.exp (k * Complex.I) := by
  unfold planeWave
  rw [← Complex.exp_add]
  congr 1
  push_cast
  ring

/-- Moving one site to the left multiplies a plane wave by `exp(-i k)`. -/
theorem planeWave_pred (k : ℝ) (n : ℤ) :
    planeWave k (n - 1) = planeWave k n * Complex.exp (-k * Complex.I) := by
  unfold planeWave
  rw [← Complex.exp_add]
  congr 1
  push_cast
  ring

/-- Plane waves are eigenstates of the uniform chain, with energy `-2 t cos k`. -/
theorem hopping_uniform (t k : ℝ) (n : ℤ) :
    hopping (fun _ => (t : ℂ)) (planeWave k) n = band t k * planeWave k n := by
  simp only [hopping, planeWave_succ, planeWave_pred, band]
  push_cast
  rw [Complex.cos]
  ring

/-- A displacement wave `exp(i q n)` that changes each hopping by `-α` times the bond elongation
scatters the plane wave `k` into `k + q`, with amplitude `2 i α (sin (k + q) - sin k)`. -/
theorem hopping_modulated (α k q : ℝ) (n : ℤ) :
    hopping (fun m => -(α : ℂ) * (planeWave q (m + 1) - planeWave q m)) (planeWave k) n
      = vertex α k q * planeWave (k + q) n := by
  have hsin : ∀ x : ℝ, 2 * Complex.I * ((sin x : ℝ) : ℂ)
      = Complex.exp (x * Complex.I) - Complex.exp (-x * Complex.I) := by
    intro x
    rw [Complex.ofReal_sin, Complex.sin]
    linear_combination
      (Complex.exp (-x * Complex.I) - Complex.exp (x * Complex.I)) * Complex.I_sq
  have hadd : planeWave (k + q) n = planeWave k n * planeWave q n := by
    unfold planeWave
    rw [← Complex.exp_add]
    congr 1
    push_cast
    ring
  have h1 : Complex.exp (((k + q : ℝ) : ℂ) * Complex.I)
      = Complex.exp (k * Complex.I) * Complex.exp (q * Complex.I) := by
    rw [← Complex.exp_add]
    congr 1
    push_cast
    ring
  have h2 : Complex.exp (-((k + q : ℝ) : ℂ) * Complex.I)
      = Complex.exp (-k * Complex.I) * Complex.exp (-q * Complex.I) := by
    rw [← Complex.exp_add]
    congr 1
    push_cast
    ring
  have hs := hsin (k + q)
  rw [h1, h2] at hs
  simp only [hopping, sub_add_cancel, planeWave_succ, planeWave_pred, hadd, vertex,
    Complex.ofReal_mul, Complex.ofReal_sub, Complex.ofReal_ofNat]
  linear_combination (-(α * planeWave k n * planeWave q n : ℂ)) * (hs - hsin k)
```

**Q.** And the limits of integration? The definition of `response` contains no Fermi function.

**A.** They are written in by hand, and a separate theorem justifies them. Half filling puts the Fermi energy at zero. For \(t>0\), an occupied \(k\) in \((-\pi,\pi]\) has \(\cos k\ge 0\), so \(-\pi/2\le k\le\pi/2\). Then \(k+q\) lies strictly between \(-\pi/2\) and \(3\pi/2\), where the cosine is negative exactly when \(k+q>\pi/2\). The allowed transitions therefore fill the window \(\pi/2-q<k\le\pi/2\).

The proof takes the two directions separately, using Mathlib's sign lemmas for the cosine, while `nlinarith` disposes of the positive factor \(t\).

```lean
/-- At half filling (Fermi energy zero, `t > 0`) and for `0 < q < π`, a state `k` of the Brillouin
zone is occupied with `k + q` empty exactly when `π/2 - q < k ≤ π/2`. -/
theorem transition_window {t q k : ℝ} (ht : 0 < t) (hq : q ∈ Ioo 0 π) (hk : k ∈ Ioc (-π) π) :
    (band t k ≤ 0 ∧ 0 < band t (k + q)) ↔ k ∈ Ioc (π / 2 - q) (π / 2) := by
  obtain ⟨hq0, hq1⟩ := hq
  obtain ⟨hk0, hk1⟩ := hk
  unfold band
  constructor
  · rintro ⟨h1, h2⟩
    have hc : 0 ≤ cos k := by
      by_contra h
      nlinarith [mul_pos ht (neg_pos.2 (not_le.1 h))]
    have hup : k ≤ π / 2 := by
      by_contra h
      linarith [cos_neg_of_pi_div_two_lt_of_lt (not_le.1 h) (by linarith)]
    have hlow : -(π / 2) ≤ k := by
      by_contra h
      have h3 := cos_neg_of_pi_div_two_lt_of_lt (x := -k) (by linarith [not_le.1 h])
        (by linarith)
      rw [cos_neg] at h3
      linarith
    refine ⟨?_, hup⟩
    by_contra h
    have h3 := cos_nonneg_of_neg_pi_div_two_le_of_le (x := k + q) (by linarith)
      (by linarith [not_lt.1 h])
    nlinarith [mul_nonneg ht.le h3]
  · rintro ⟨h1, h2⟩
    have h3 := cos_nonneg_of_neg_pi_div_two_le_of_le (x := k) (by linarith) h2
    have h4 := cos_neg_of_pi_div_two_lt_of_lt (x := k + q) (by linarith) (by linarith)
    constructor
    · nlinarith [mul_nonneg ht.le h3]
    · nlinarith [mul_pos ht (neg_pos.2 h4)]
```

**Q.** Then do the integral for me.

**A.** Put \(s=\sin(q/2)\) and \(u=k+q/2\). The half-angle identities give
\[
\sin(k+q)-\sin k=2s\cos u,\qquad \cos k-\cos(k+q)=2s\sin u,
\]
so the integrand of the dimensionless integral is
\[
\frac{(\sin(k+q)-\sin k)^2}{\cos k-\cos(k+q)}=2s\,\frac{\cos^2u}{\sin u}=2s\left(\frac1{\sin u}-\sin u\right).
\]
Here \(u\) runs from \((\pi-q)/2\) to \((\pi+q)/2\), inside \((0,\pi)\), so \(\sin u>0\) throughout. A primitive is
\[
F(u)=2s\left[\tfrac12\ln\frac{1-\cos u}{1+\cos u}+\cos u\right].
\]
At the lower end \(\cos u=s\), and at the upper end \(\cos u=-s\). Subtracting,
\[
\int_{\pi/2-q}^{\pi/2}\frac{(\sin(k+q)-\sin k)^2}{\cos k-\cos(k+q)}\,dk
=2s\left(\ln\frac{1+s}{1-s}-2s\right).
\]

**Q.** Does the formal proof take the same route?

**A.** Yes. `sin_half_mem` gives \(0<s<1\), which keeps the logarithm finite. Inside `bond_integral`, `hpos` is the positivity of \(\sin u\), `hform` is the half-angle step, and `hderiv` differentiates the primitive, with the logarithm of the quotient written as a difference. `hint` supplies integrability by continuity, so the fundamental theorem of calculus applies; `c1` and `c2` are the endpoint cosines.

```lean
/-- For `0 < q < π` the number `sin (q/2)` lies strictly between 0 and 1. -/
theorem sin_half_mem {q : ℝ} (hq : q ∈ Ioo 0 π) : sin (q / 2) ∈ Ioo (0 : ℝ) 1 := by
  obtain ⟨h0, h1⟩ := hq
  refine ⟨sin_pos_of_pos_of_lt_pi (by linarith) (by linarith), ?_⟩
  rw [← sin_pi_div_two]
  exact sin_lt_sin_of_lt_of_le_pi_div_two (by linarith) le_rfl (by linarith)

/-- Closed form of the bond-modulation integral for `0 < q < π`: with `s = sin (q/2)` it equals
`2 s (ln ((1 + s)/(1 - s)) - 2 s)`. -/
theorem bond_integral {q : ℝ} (hq : q ∈ Ioo 0 π) :
    ∫ k in (π / 2 - q)..(π / 2), (sin (k + q) - sin k) ^ 2 / (cos k - cos (k + q))
      = 2 * sin (q / 2) *
        (log ((1 + sin (q / 2)) / (1 - sin (q / 2))) - 2 * sin (q / 2)) := by
  obtain ⟨hs0, hs1⟩ := sin_half_mem hq
  obtain ⟨hq0, hq1⟩ := hq
  have hpos : ∀ k ∈ uIcc (π / 2 - q) (π / 2), 0 < sin (k + q / 2) := by
    intro k hk
    rw [uIcc_of_le (by linarith)] at hk
    exact sin_pos_of_pos_of_lt_pi (by linarith [hk.1]) (by linarith [hk.2])
  -- half-angle form of the integrand
  have hform : ∀ k ∈ uIcc (π / 2 - q) (π / 2),
      (sin (k + q) - sin k) ^ 2 / (cos k - cos (k + q))
        = 2 * sin (q / 2) * (cos (k + q / 2) ^ 2 / sin (k + q / 2)) := by
    intro k hk
    have hS := (hpos k hk).ne'
    have a1 := sin_add (k + q / 2) (q / 2)
    have a2 := sin_sub (k + q / 2) (q / 2)
    have b1 := cos_add (k + q / 2) (q / 2)
    have b2 := cos_sub (k + q / 2) (q / 2)
    rw [show k + q / 2 + q / 2 = k + q by ring] at a1 b1
    rw [show k + q / 2 - q / 2 = k by ring] at a2 b2
    have e1 : sin (k + q) - sin k = 2 * sin (q / 2) * cos (k + q / 2) := by
      linear_combination a1 - a2
    have e2 : cos k - cos (k + q) = 2 * sin (q / 2) * sin (k + q / 2) := by
      linear_combination b2 - b1
    rw [e1, e2, div_eq_iff (mul_ne_zero (mul_ne_zero two_ne_zero hs0.ne') hS)]
    have e3 := div_mul_cancel₀ (cos (k + q / 2) ^ 2) hS
    linear_combination (-(4 * sin (q / 2) ^ 2)) * e3
  -- a logarithmic primitive
  have hderiv : ∀ k ∈ uIcc (π / 2 - q) (π / 2), HasDerivAt
      (fun x => 2 * sin (q / 2) *
        ((log (1 - cos (x + q / 2)) - log (1 + cos (x + q / 2))) / 2 + cos (x + q / 2)))
      (2 * sin (q / 2) * (cos (k + q / 2) ^ 2 / sin (k + q / 2))) k := by
    intro k hk
    have hS := hpos k hk
    have hSC := sin_sq_add_cos_sq (k + q / 2)
    have hu := (hasDerivAt_cos (k + q / 2)).comp_add_const k (q / 2)
    have h1 : 1 - cos (k + q / 2) ≠ 0 := by
      intro h
      nlinarith [mul_pos hS hS]
    have h2 : 1 + cos (k + q / 2) ≠ 0 := by
      intro h
      nlinarith [mul_pos hS hS]
    have e1 : sin (k + q / 2) / (1 - cos (k + q / 2))
        = (1 + cos (k + q / 2)) / sin (k + q / 2) := by
      rw [div_eq_div_iff h1 hS.ne']
      linear_combination hSC
    have e2 : sin (k + q / 2) / (1 + cos (k + q / 2))
        = (1 - cos (k + q / 2)) / sin (k + q / 2) := by
      rw [div_eq_div_iff h2 hS.ne']
      linear_combination hSC
    have e3 : cos (k + q / 2) ^ 2 / sin (k + q / 2)
        = 1 / sin (k + q / 2) - sin (k + q / 2) := by
      rw [div_eq_iff hS.ne', sub_mul, div_mul_cancel₀ _ hS.ne']
      linear_combination hSC
    refine ((((((hu.const_sub 1).log h1).fun_sub ((hu.const_add 1).log h2)).div_const
      2).fun_add hu).const_mul (2 * sin (q / 2))).congr_deriv ?_
    rw [neg_neg, neg_div, e1, e2, e3]
    ring
  have hint : IntervalIntegrable
      (fun k => 2 * sin (q / 2) * (cos (k + q / 2) ^ 2 / sin (k + q / 2)))
      MeasureTheory.volume (π / 2 - q) (π / 2) := by
    apply ContinuousOn.intervalIntegrable
    exact continuousOn_const.mul (ContinuousOn.div (by fun_prop) (by fun_prop)
      (fun k hk => (hpos k hk).ne'))
  have c1 : cos (π / 2 + q / 2) = -sin (q / 2) := by
    rw [add_comm, cos_add_pi_div_two]
  have c2 : cos (π / 2 - q + q / 2) = sin (q / 2) := by
    rw [show π / 2 - q + q / 2 = π / 2 - q / 2 by ring, cos_pi_div_two_sub]
  rw [intervalIntegral.integral_congr hform,
    intervalIntegral.integral_eq_sub_of_hasDerivAt hderiv hint,
    log_div (by linarith) (by linarith)]
  simp only [c1, c2, sub_neg_eq_add, ← sub_eq_add_neg]
  ring
```

**Q.** Now the divergence.

**A.** As \(q\to\pi\) from below, \(s\to1\) from below, so \((1+s)/(1-s)\to\infty\) and its logarithm follows. The term \(-2s\) stays bounded and the prefactor \(2s\) tends to 2. In the proof, `hgap` records that \(1-s\) tends to zero through positive values, `hratio` sends the argument of the logarithm to infinity, and `hall` assembles the product. The closed form is then replaced by the integral, for \(q\) in \((0,\pi)\).

To see the rate, set \(q=\pi-\delta\) and expand the closed form by hand: \(1-s\approx\delta^2/8\), and the integral behaves as \(4\ln(4/\delta)-4\). The growth comes from the two ends of the window, where the excitation energy vanishes in the limit while the vertex does not.

```lean
/-- The bond-modulation integral tends to infinity as `q` tends to `π` from below. -/
theorem bond_integral_tendsto :
    Tendsto (fun q : ℝ => ∫ k in (π / 2 - q)..(π / 2),
      (sin (k + q) - sin k) ^ 2 / (cos k - cos (k + q))) (𝓝[<] π) atTop := by
  have hmem : Ioo 0 π ∈ 𝓝[<] π := Ioo_mem_nhdsLT pi_pos
  have hs : Tendsto (fun q : ℝ => sin (q / 2)) (𝓝[<] π) (𝓝 1) := by
    have hc : Continuous (fun q : ℝ => sin (q / 2)) := by fun_prop
    have h := hc.tendsto π
    rw [sin_pi_div_two] at h
    exact h.mono_left nhdsWithin_le_nhds
  have hgap : Tendsto (fun q : ℝ => 1 - sin (q / 2)) (𝓝[<] π) (𝓝[>] 0) := by
    refine tendsto_nhdsWithin_iff.2 ⟨by simpa using hs.const_sub 1, ?_⟩
    filter_upwards [hmem] with q hq
    exact sub_pos.2 (sin_half_mem hq).2
  -- the argument of the logarithm diverges
  have hratio : Tendsto (fun q : ℝ => (1 + sin (q / 2)) * (1 - sin (q / 2))⁻¹)
      (𝓝[<] π) atTop :=
    Tendsto.pos_mul_atTop (by norm_num : (0 : ℝ) < 1 + 1) (hs.const_add 1)
      (tendsto_inv_nhdsGT_zero.comp hgap)
  have hlog := (tendsto_log_atTop.comp hratio).atTop_add (hs.const_mul (-2))
  have hall := Tendsto.pos_mul_atTop (by norm_num : (0 : ℝ) < 2 * 1) (hs.const_mul 2) hlog
  refine hall.congr' ?_
  filter_upwards [hmem] with q hq
  rw [bond_integral hq, div_eq_mul_inv]
  simp only [Function.comp_apply]
  ring
```

**Q.** That is still the dimensionless integral. I asked about a response with a hopping and a coupling in it.

**A.** The squared vertex is \(4\alpha^2(\sin(k+q)-\sin k)^2\) and the excitation energy is \(2t(\cos k-\cos(k+q))\). Their ratio is \(2\alpha^2/t\) times the dimensionless integrand. `response_eq_integral` states this multiplied through by \(t\). Combined with `bond_integral`, it gives, for \(0<q<\pi\) and \(t>0\),
\[
\texttt{response}\;t\;\alpha\;q=\frac{4\alpha^2 s}{t}\left(\ln\frac{1+s}{1-s}-2s\right).
\]
The last theorem, `response_tendsto`, multiplies the divergent integral by the positive constant \(2\alpha^2/t\). It assumes \(t>0\) and \(\alpha\ne0\); with \(\alpha=0\) the electrons do not feel the displacement and the response is zero.

```lean
/-- The response is `2 α² / t` times the dimensionless bond-modulation integral, for `t ≠ 0`. -/
theorem response_eq_integral {t : ℝ} (ht : t ≠ 0) (α q : ℝ) :
    t * response t α q = 2 * α ^ 2 * ∫ k in (π / 2 - q)..(π / 2),
      (sin (k + q) - sin k) ^ 2 / (cos k - cos (k + q)) := by
  unfold response
  rw [← intervalIntegral.integral_const_mul, ← intervalIntegral.integral_const_mul]
  refine intervalIntegral.integral_congr fun k _ => ?_
  have hv : ‖vertex α k q‖ ^ 2 = 4 * α ^ 2 * (sin (k + q) - sin k) ^ 2 := by
    rw [vertex, norm_mul, Complex.norm_I, mul_one, Complex.norm_real, norm_eq_abs, sq_abs]
    ring
  have hb : band t (k + q) - band t k = t * (2 * (cos k - cos (k + q))) := by
    unfold band
    ring

  rw [hv, hb, ← mul_div_assoc, mul_div_mul_left _ _ ht]
  generalize cos k - cos (k + q) = D
  ring

/-- For `t > 0` and a non-zero coupling `α`, the static response of the half-filled chain to a
bond modulation of wavevector `q` tends to infinity as `q` tends to `π` from below. -/
theorem response_tendsto {t α : ℝ} (ht : 0 < t) (hα : α ≠ 0) :
    Tendsto (response t α) (𝓝[<] π) atTop := by
  have hc : 0 < 2 * α ^ 2 / t := by positivity
  refine (bond_integral_tendsto.const_mul_atTop hc).congr fun q => ?_
  rw [div_mul_eq_mul_div, ← response_eq_integral ht.ne' α q, mul_div_cancel_left₀ _ ht.ne']

end

end BondModulatedChain
```

```lean
#print axioms BondModulatedChain.hopping_uniform
-- 'BondModulatedChain.hopping_uniform' depends on axioms: [propext, Classical.choice, Quot.sound]
#print axioms BondModulatedChain.hopping_modulated
-- 'BondModulatedChain.hopping_modulated' depends on axioms: [propext, Classical.choice, Quot.sound]
#print axioms BondModulatedChain.transition_window
-- 'BondModulatedChain.transition_window' depends on axioms: [propext, Classical.choice, Quot.sound]
#print axioms BondModulatedChain.response_tendsto
-- 'BondModulatedChain.response_tendsto' depends on axioms: [propext, Classical.choice, Quot.sound]
```

**Q.** So the chain must dimerise?

**A.** That is a further claim. The theorems concern the electronic response alone. A Peierls distortion also involves the elastic energy of the lattice, which appears nowhere here. The second-order formula itself, squared coupling over excitation energy, is taken as the definition of `response` and is not derived from a perturbed ground state. The definition also counts only transitions from \(k\) to \(k+q\), with no spin factor and no \(1/2\pi\) from the density of \(k\) points, and it gives the magnitude of the energy lowering without its minus sign.

**Q.** And the idealisations?

**A.** The electrons are non-interacting and at zero temperature, the chain is infinite, and the hopping is linear in the displacement. Within that model, the closed form is a reference value for a numerical \(k\)-point sum, which needs an increasingly fine mesh as \(q\) approaches \(\pi\).

**Q.** Then my objection shrinks to the definition of `response`.

**A.** That is the right place for it. The band and the vertex are proved from the hopping operator, and the window from the band with the Fermi energy set to zero; the formula that combines them is the physical input you have to accept.
